# Occupation fixes the potential in the non-interacting dimer with hopping t > 0

Suppose two different potentials gave a two-site molecule the same ground-state occupation. A search for the potential behind a given occupation would then have no unique answer, and for an occupation that no potential produces it would have no answer at all. For two non-interacting electrons on two sites with energies v and −v, joined by a hopping t > 0, every occupation of the first site strictly between 0 and 2 comes from exactly one v. The end values 0 and 2 come from none.

The sites have energies v and −v, so the one-electron Hamiltonian h has rows (v, −t) and (−t, −v). Put both electrons, with opposite spins, into a normalised orbital of least energy. The first site then holds

n(v) = 1 − v/√(v² + t²)

electrons. This function is a strictly decreasing bijection from ℝ onto (0, 2), and the hopping energy is −2t√(n(2 − n)).

## From two squares to the occupation

Let ψ₀ and ψ₁ be the amplitudes on the two sites, with |ψ₀|² + |ψ₁|² = 1. Define the imbalance x and the coherence y by

x = |ψ₀|² − |ψ₁|²,  y = 2 Re(ψ₀* ψ₁).

Multiplying out ⟨ψ|h|ψ⟩ gives the orbital energy

ε = v x − t y.

Since |y| ≤ 2|ψ₀||ψ₁|,

x² + y² ≤ (|ψ₀|² − |ψ₁|²)² + 4|ψ₀|²|ψ₁|² = (|ψ₀|² + |ψ₁|²)² = 1.

Write E = √(v² + t²), which is positive. Then

0 ≤ (Ex + v)² + (Ey − t)² = E²(x² + y²) + 2Eε + E² ≤ 2E(E + ε),

so ε ≥ −E.

The bound is attained. With n = n(v), we have |v| < E, hence 0 < n < 2, and

n(2 − n) = 1 − v²/E² = t²/E².

The orbital with amplitudes √(n/2) and √(1 − n/2) is normalised. It has x = n − 1 = −v/E and y = √(n(2 − n)) = t/E, so its energy is −(v² + t²)/E = −E.

Every lowest orbital therefore has ε = −E. The sum of squares above is then at most zero, both squares vanish, and x = −v/E, y = t/E. The observables follow:

2|ψ₀|² = 1 + x = 1 − v/E = n,
2(−t y) = −2t · t/E = −2t√(n(2 − n)).

For monotonicity, take v < w and F = √(w² + t²). Expanding with E² = v² + t² and F² = w² + t² gives

(wE − vF)(E + F) = (w − v)(EF + t² − vw).

The right side is positive because vw ≤ |v||w| ≤ EF. Hence v/E < w/F, and n(v) > n(w).

For surjectivity, take 0 < n < 2, s = √(n(2 − n)) and v = t(1 − n)/s. Since (1 − n)² + s² = 1, we get √(v² + t²) = t/s, so v/√(v² + t²) = 1 − n and the occupation is n.

## What happens at t = 0

Without hopping, v = 1 and v = 2 both put the two electrons on the second site. The occupation of the first site is 0 in both cases, and the potential can't be recovered from it. The condition t > 0 stands for a real coupling between the sites, with the sign that makes the in-phase combination the bonding one.

## The dimer and its observables in Lean

```lean
import Mathlib

open Matrix

namespace HubbardDimerDensityMap

noncomputable section
```

The Hamiltonian is a complex 2×2 matrix. Lean's indices 0 and 1 are the first and second site.

```lean
/-- One-electron Hamiltonian of the dimer with hopping `t` and site energies `v` and `-v`. -/
def dimerH (t v : ℝ) : Matrix (Fin 2) (Fin 2) ℂ :=
  !![(v : ℂ), -(t : ℂ); -(t : ℂ), -(v : ℂ)]
```

The choice of v and −v fixes the zero of energy, so no additive constant in the potential is left free. An orbital is a function `Fin 2 → ℂ`, and normalisation is a condition on it.

```lean
/-- The orbital has total probability one on the two sites. -/
def Normalized (ψ : Fin 2 → ℂ) : Prop :=
  Complex.normSq (ψ 0) + Complex.normSq (ψ 1) = 1
```

In the expectation value, `star ψ` conjugates the left factor. Taking the real part loses nothing, because h is Hermitian.

```lean
/-- Expectation value of the dimer Hamiltonian in the orbital `ψ`. -/
def orbitalEnergy (t v : ℝ) (ψ : Fin 2 → ℂ) : ℝ :=
  (star ψ ⬝ᵥ (dimerH t v *ᵥ ψ)).re
```

A lowest orbital is defined by minimisation over all normalised complex orbitals. Neither an eigenvalue nor a form of the orbital is assumed.

```lean
/-- A lowest orbital: normalised, with the least energy among all normalised orbitals. -/
def IsLowestOrbital (t v : ℝ) (ψ : Fin 2 → ℂ) : Prop :=
  Normalized ψ ∧ ∀ φ, Normalized φ → orbitalEnergy t v ψ ≤ orbitalEnergy t v φ
```

The two electrons enter through a factor of 2 in each observable; no two-electron wave function is built, and there is no interaction.

```lean
/-- Number of electrons on the first site when `ψ` is doubly filled. -/
def siteOccupation (ψ : Fin 2 → ℂ) : ℝ := 2 * Complex.normSq (ψ 0)
```

The kinetic energy uses the same Hamiltonian with v set to 0, which leaves only the hopping.

```lean
/-- Hopping energy of the two electrons in the doubly filled orbital `ψ`. -/
def kineticEnergy (t : ℝ) (ψ : Fin 2 → ℂ) : ℝ := 2 * orbitalEnergy t 0 ψ
```

Next come x and y,

```lean
/-- Difference of the probabilities of the two sites. -/
def imbalance (ψ : Fin 2 → ℂ) : ℝ := Complex.normSq (ψ 0) - Complex.normSq (ψ 1)

/-- Twice the real part of the product of the amplitudes, the first one conjugated. -/
def coherence (ψ : Fin 2 → ℂ) : ℝ := 2 * (star (ψ 0) * ψ 1).re
```

the function n(v) and its proposed inverse,

```lean
/-- The function `n(v) = 1 - v / √(v² + t²)`, for `t` and `v` not both zero. -/
def occupation (t v : ℝ) : ℝ := 1 - v / √(v ^ 2 + t ^ 2)

/-- The function `v(n) = t (1 - n) / √(n (2 - n))`, for `0 < n < 2`. -/
def potential (t n : ℝ) : ℝ := t * (1 - n) / √(n * (2 - n))
```

and the trial orbital that attains the minimum.

```lean
/-- The real orbital with amplitudes `√(n/2)` and `√(1 - n/2)`, for `0 ≤ n ≤ 2`. -/
def dimerOrbital (n : ℝ) : Fin 2 → ℂ :=
  ![((√(n / 2) : ℝ) : ℂ), ((√(1 - n / 2) : ℝ) : ℂ)]
```

## The energy bound and its attainment

The first lemma is ε = v x − t y, obtained by writing out the sums. It holds for all real t and v; every later theorem in which t appears assumes t > 0.

```lean
/-- The site energies couple to the imbalance and the hopping couples to the coherence. -/
theorem orbitalEnergy_eq (t v : ℝ) (ψ : Fin 2 → ℂ) :
    orbitalEnergy t v ψ = v * imbalance ψ - t * coherence ψ := by
  simp [orbitalEnergy, imbalance, coherence, dimerH, Matrix.mulVec, dotProduct,
    Fin.sum_univ_two, Complex.normSq_apply]
  ring
```

For the unit disc, the proof passes to real and imaginary parts. The square supplied to `nlinarith` is that of Im(ψ₀* ψ₁), the part that y leaves out.

```lean
/-- Imbalance and coherence of a normalised orbital lie in the unit disc. -/
theorem imbalance_sq_add_coherence_sq_le {ψ : Fin 2 → ℂ} (h : Normalized ψ) :
    imbalance ψ ^ 2 + coherence ψ ^ 2 ≤ 1 := by
  have hc : coherence ψ = 2 * ((ψ 0).re * (ψ 1).re + (ψ 0).im * (ψ 1).im) := by
    simp [coherence]
  have h2 : (Complex.normSq (ψ 0) + Complex.normSq (ψ 1)) ^ 2 = 1 := by
    rw [show Complex.normSq (ψ 0) + Complex.normSq (ψ 1) = 1 from h]
    norm_num
  rw [hc, imbalance]
  simp only [Complex.normSq_apply] at h2 ⊢
  nlinarith [sq_nonneg ((ψ 0).re * (ψ 1).im - (ψ 0).im * (ψ 1).re)]
```

The lower bound follows the two-squares argument: `hb` is the disc inequality times E², and `key` is 0 ≤ E(E + ε).

```lean
/-- No normalised orbital has energy below `-√(v² + t²)`. -/
theorem neg_sqrt_le_orbitalEnergy {t : ℝ} (ht : 0 < t) (v : ℝ) {ψ : Fin 2 → ℂ}
    (h : Normalized ψ) : -√(v ^ 2 + t ^ 2) ≤ orbitalEnergy t v ψ := by
  have hE : 0 < √(v ^ 2 + t ^ 2) := Real.sqrt_pos.2 (by positivity)
  have hE2 : √(v ^ 2 + t ^ 2) ^ 2 = v ^ 2 + t ^ 2 := Real.sq_sqrt (by positivity)
  rw [orbitalEnergy_eq]
  set E := √(v ^ 2 + t ^ 2)
  have hb := mul_le_mul_of_nonneg_left (imbalance_sq_add_coherence_sq_le h) (sq_nonneg E)
  have key : 0 ≤ E * (E + (v * imbalance ψ - t * coherence ψ)) := by
    nlinarith [sq_nonneg (E * imbalance ψ + v), sq_nonneg (E * coherence ψ - t)]
  have := (mul_nonneg_iff_of_pos_left hE).1 key
  linarith
```

The range of n(v) and the identity for n(2 − n) come next,

```lean
/-- The function `n(v)` takes values strictly between zero and two, and
`n (2 - n) = t² / (v² + t²)`. -/
theorem occupation_bounds {t : ℝ} (ht : 0 < t) (v : ℝ) :
    occupation t v ∈ Set.Ioo (0 : ℝ) 2 ∧
      occupation t v * (2 - occupation t v) = (t / √(v ^ 2 + t ^ 2)) ^ 2 := by
  have hE : 0 < √(v ^ 2 + t ^ 2) := Real.sqrt_pos.2 (by positivity)
  have hE2 : √(v ^ 2 + t ^ 2) ^ 2 = v ^ 2 + t ^ 2 := Real.sq_sqrt (by positivity)
  unfold occupation
  set E := √(v ^ 2 + t ^ 2)
  have hlt : v ^ 2 < E ^ 2 := by
    rw [hE2]
    linarith [pow_pos ht 2]
  have hv := abs_lt_of_sq_lt_sq' hlt hE.le
  have h1 : v / E < 1 := (div_lt_one hE).2 hv.2
  have h2 : -1 < v / E := (lt_div_iff₀ hE).2 (by linarith [hv.1])
  have hr : E⁻¹ ^ 2 * (v ^ 2 + t ^ 2) = 1 := by
    rw [← hE2, ← mul_pow, inv_mul_cancel₀ hE.ne', one_pow]
  refine ⟨⟨by linarith, by linarith⟩, ?_⟩
  linear_combination -hr
```

followed by the trial orbital's normalisation and energy. Here `hc` is the value y = t/E.

```lean
/-- The orbital built from `n(v)` is normalised and has energy `-√(v² + t²)`. -/
theorem dimerOrbital_energy {t : ℝ} (ht : 0 < t) (v : ℝ) :
    Normalized (dimerOrbital (occupation t v)) ∧
      orbitalEnergy t v (dimerOrbital (occupation t v)) = -√(v ^ 2 + t ^ 2) := by
  have hE : 0 < √(v ^ 2 + t ^ 2) := Real.sqrt_pos.2 (by positivity)
  have hE2 : √(v ^ 2 + t ^ 2) ^ 2 = v ^ 2 + t ^ 2 := Real.sq_sqrt (by positivity)
  obtain ⟨⟨hn0, hn2⟩, hm⟩ := occupation_bounds ht v
  have hx : occupation t v = 1 - v / √(v ^ 2 + t ^ 2) := rfl
  set n := occupation t v
  set E := √(v ^ 2 + t ^ 2)
  have h0 : Complex.normSq (dimerOrbital n 0) = n / 2 := by
    show Complex.normSq ((√(n / 2) : ℝ) : ℂ) = n / 2
    rw [Complex.normSq_ofReal, Real.mul_self_sqrt (by linarith)]
  have h1 : Complex.normSq (dimerOrbital n 1) = 1 - n / 2 := by
    show Complex.normSq ((√(1 - n / 2) : ℝ) : ℂ) = 1 - n / 2
    rw [Complex.normSq_ofReal, Real.mul_self_sqrt (by linarith)]
  have hre : ∀ a b : ℝ, (star (a : ℂ) * (b : ℂ)).re = a * b := by
    intro a b
    simp
  have hc : coherence (dimerOrbital n) = t / E := by
    show 2 * (star ((√(n / 2) : ℝ) : ℂ) * ((√(1 - n / 2) : ℝ) : ℂ)).re = t / E
    rw [hre, ← Real.sqrt_mul (by linarith),
      show n / 2 * (1 - n / 2) = (t / E / 2) ^ 2 by linear_combination hm / 4,
      Real.sqrt_sq (by positivity)]
    ring
  refine ⟨by rw [Normalized, h0, h1]; ring, ?_⟩
  have hr : E * E⁻¹ = 1 := mul_inv_cancel₀ hE.ne'
  rw [orbitalEnergy_eq, hc, imbalance, h0, h1]
  linear_combination v * hx + E⁻¹ * hE2 - E * hr
```

## Observables of every lowest orbital

Comparison with the trial orbital gives ε ≤ −E, and the general bound gives the reverse. From this equality `hs` bounds the sum of squares by zero, `hx` and `hy` extract the two vanishing terms, and the observables are read off.

```lean
/-- Site occupation and kinetic energy of any doubly filled lowest orbital. -/
theorem lowestOrbital_observables {t v : ℝ} (ht : 0 < t) {ψ : Fin 2 → ℂ}
    (h : IsLowestOrbital t v ψ) :
    siteOccupation ψ = occupation t v ∧
      kineticEnergy t ψ = -2 * t * √(siteOccupation ψ * (2 - siteOccupation ψ)) := by
  have hE : 0 < √(v ^ 2 + t ^ 2) := Real.sqrt_pos.2 (by positivity)
  have hE2 : √(v ^ 2 + t ^ 2) ^ 2 = v ^ 2 + t ^ 2 := Real.sq_sqrt (by positivity)
  obtain ⟨hN, hO⟩ := dimerOrbital_energy ht v
  -- the minimum is attained, so the energy of `ψ` is known
  have he : orbitalEnergy t v ψ = -√(v ^ 2 + t ^ 2) :=
    le_antisymm (hO ▸ h.2 _ hN) (neg_sqrt_le_orbitalEnergy ht v h.1)
  have hm := (occupation_bounds ht v).2
  have hocc : occupation t v = 1 - v / √(v ^ 2 + t ^ 2) := rfl
  rw [orbitalEnergy_eq] at he
  set E := √(v ^ 2 + t ^ 2)
  have hb := mul_le_mul_of_nonneg_left (imbalance_sq_add_coherence_sq_le h.1) (sq_nonneg E)
  have heE : E * (v * imbalance ψ - t * coherence ψ) = -E ^ 2 := by
    rw [he]
    ring
  -- equality in the lower bound makes both squares vanish
  have hs : (E * imbalance ψ + v) ^ 2 + (E * coherence ψ - t) ^ 2 ≤ 0 := by
    nlinarith
  have hx : E * imbalance ψ + v = 0 := (pow_eq_zero_iff two_ne_zero).1
    (le_antisymm (by linarith [sq_nonneg (E * coherence ψ - t)]) (sq_nonneg _))
  have hy : E * coherence ψ - t = 0 := (pow_eq_zero_iff two_ne_zero).1
    (le_antisymm (by linarith [sq_nonneg (E * imbalance ψ + v)]) (sq_nonneg _))
  have hx' : imbalance ψ = -v / E := (eq_div_iff hE.ne').2 (by linarith)
  have hy' : coherence ψ = t / E := (eq_div_iff hE.ne').2 (by linarith)
  have hn : siteOccupation ψ = occupation t v := by
    have h1 : Complex.normSq (ψ 0) + Complex.normSq (ψ 1) = 1 := h.1
    rw [imbalance] at hx'
    rw [siteOccupation, hocc]
    linear_combination h1 + hx'
  refine ⟨hn, ?_⟩
  rw [hn, hm, Real.sqrt_sq (by positivity), kineticEnergy, orbitalEnergy_eq, hy']
  ring
```

## Inverting the map

The identity for (wE − vF)(E + F) appears as `key`.

```lean
/-- The function `n(v)` is strictly decreasing. -/
theorem occupation_strictAnti {t : ℝ} (ht : 0 < t) : StrictAnti (occupation t) := by
  intro v w hvw
  have hE : 0 < √(v ^ 2 + t ^ 2) := Real.sqrt_pos.2 (by positivity)
  have hF : 0 < √(w ^ 2 + t ^ 2) := Real.sqrt_pos.2 (by positivity)
  have hE2 : √(v ^ 2 + t ^ 2) ^ 2 = v ^ 2 + t ^ 2 := Real.sq_sqrt (by positivity)
  have hF2 : √(w ^ 2 + t ^ 2) ^ 2 = w ^ 2 + t ^ 2 := Real.sq_sqrt (by positivity)
  have h1 : |v| ≤ √(v ^ 2 + t ^ 2) := Real.abs_le_sqrt (by linarith [sq_nonneg t])
  have h2 : |w| ≤ √(w ^ 2 + t ^ 2) := Real.abs_le_sqrt (by linarith [sq_nonneg t])
  unfold occupation
  set E := √(v ^ 2 + t ^ 2)
  set F := √(w ^ 2 + t ^ 2)
  have hvwEF : v * w ≤ E * F := (le_abs_self _).trans (by
    rw [abs_mul]
    exact mul_le_mul h1 h2 (abs_nonneg _) hE.le)
  have key : (w * E - v * F) * (E + F) = (w - v) * (E * F + t ^ 2 - v * w) := by
    linear_combination w * hE2 - v * hF2
  have hpos : 0 < (w * E - v * F) * (E + F) := by
    rw [key]
    exact mul_pos (by linarith) (by linarith [pow_pos ht 2])
  have h3 := (mul_pos_iff_of_pos_right (add_pos hE hF)).1 hpos
  have h4 : v / E < w / F := (div_lt_div_iff₀ hE hF).2 (by linarith)
  linarith
```

For 0 < n < 2, the explicit potential is then substituted into n(v); `hroot` is the step √(v² + t²) = t/s.

```lean
/-- The potential `v(n)` reproduces the prescribed occupation `n`. -/
theorem occupation_potential {t n : ℝ} (ht : 0 < t) (hn : n ∈ Set.Ioo (0 : ℝ) 2) :
    occupation t (potential t n) = n := by
  have hp : 0 < n * (2 - n) := mul_pos hn.1 (by linarith [hn.2])
  have hs : 0 < √(n * (2 - n)) := Real.sqrt_pos.2 hp
  have hs2 : √(n * (2 - n)) ^ 2 = n * (2 - n) := Real.sq_sqrt hp.le
  unfold occupation potential
  set s := √(n * (2 - n))
  have hr : s⁻¹ ^ 2 * (n * (2 - n)) = 1 := by
    rw [← hs2, ← mul_pow, inv_mul_cancel₀ hs.ne', one_pow]
  have hroot : √((t * (1 - n) / s) ^ 2 + t ^ 2) = t / s := by
    rw [show (t * (1 - n) / s) ^ 2 + t ^ 2 = (t / s) ^ 2 by
      linear_combination (-t ^ 2) * hr]
    exact Real.sqrt_sq (by positivity)
  have hq : t * (1 - n) / s / (t / s) = 1 - n := by
    rw [div_eq_iff (div_pos ht hs).ne']
    ring
  rw [hroot, hq]
  ring
```

The final theorem says, for each t > 0, that a lowest orbital exists at every v; that every such orbital has the stated occupation and kinetic energy, and its occupation returns v through `potential`; and that n(v) is strictly decreasing and maps ℝ bijectively onto the open interval `Set.Ioo 0 2`. The recovery of v combines injectivity with the previous lemma.

```lean
/-- For `t > 0`, lowest orbitals exist at every `v`; when one is doubly filled, the first site has
occupation `n(v)`, from which the kinetic energy and `v` are recovered; and `n(v)` is a strictly
decreasing bijection from the real line onto `(0, 2)`. -/
theorem hohenberg_kohn_dimer {t : ℝ} (ht : 0 < t) :
    (∀ v, ∃ ψ, IsLowestOrbital t v ψ) ∧
    (∀ v ψ, IsLowestOrbital t v ψ →
      siteOccupation ψ = 1 - v / √(v ^ 2 + t ^ 2) ∧
      kineticEnergy t ψ = -2 * t * √(siteOccupation ψ * (2 - siteOccupation ψ)) ∧
      v = potential t (siteOccupation ψ)) ∧
    StrictAnti (occupation t) ∧
    Set.BijOn (occupation t) Set.univ (Set.Ioo 0 2) := by
  have hinj := (occupation_strictAnti ht).injective
  refine ⟨fun v => ?_, fun v ψ h => ?_, occupation_strictAnti ht, ?_⟩
  · obtain ⟨hN, hO⟩ := dimerOrbital_energy ht v
    refine ⟨dimerOrbital (occupation t v), hN, fun φ hφ => ?_⟩
    rw [hO]
    exact neg_sqrt_le_orbitalEnergy ht v hφ
  · obtain ⟨hn, hk⟩ := lowestOrbital_observables ht h
    refine ⟨hn, hk, ?_⟩
    rw [hn]
    exact hinj (occupation_potential ht (occupation_bounds ht v).1).symm
  · exact ⟨fun v _ => (occupation_bounds ht v).1, hinj.injOn,
      fun n hn => ⟨potential t n, Set.mem_univ _, occupation_potential ht hn⟩⟩

end

end HubbardDimerDensityMap
```

```lean
#print axioms HubbardDimerDensityMap.occupation_potential
#print axioms HubbardDimerDensityMap.hohenberg_kohn_dimer
```

```
'HubbardDimerDensityMap.occupation_potential' depends on axioms: [propext, Classical.choice, Quot.sound]
'HubbardDimerDensityMap.hohenberg_kohn_dimer' depends on axioms: [propext, Classical.choice, Quot.sound]
```

The Hohenberg–Kohn theorem of density-functional theory concerns electrons in continuous space, with any fixed interaction between them, zero included. What is proved here is the density–potential map of two non-interacting electrons on two sites, where the kinetic energy becomes an explicit function of the occupation. In a Kohn–Sham treatment of the two-electron Hubbard dimer, that function is the non-interacting kinetic energy; the effect of the repulsion must be supplied separately.
